# The electric-dipole selection rule Δm = ±1 for in-plane linearly polarised light

In a potential symmetric about the $z$ axis, the states of an electron can be chosen with an azimuthal factor $e^{im\varphi}$, where $\varphi$ is the angle about that axis. Only this factor is kept, and the interaction with the light is modelled by a function $f(\varphi)$ that multiplies it. In-plane polarisation means polarisation in the $xy$ plane. For integers $m'$ (final) and $m$ (initial), the matrix element is

$$C_{m'm}[f]=\int_0^{2\pi}e^{-im'\varphi}f(\varphi)\,e^{im\varphi}\,d\varphi .$$

In Lean this is `coupling f m' m`, with `f : ℝ → ℂ`. The type `ℤ` of `m'` and `m` makes the states single-valued. They are unnormalised, so normalised matrix elements are $C_{m'm}[f]/2\pi$.

Up to the electron's charge, a constant factor left out here, the dipole component along an in-plane direction at angle $\alpha$ to the $x$ axis is $x\cos\alpha+y\sin\alpha=\rho\cos(\varphi-\alpha)$, where $\rho$ is the distance from the $z$ axis. Its azimuthal factor is $\cos(\varphi-\alpha)$. The remaining spatial integrals and spin are left out.

```lean
import Mathlib

open Complex
open scoped Real

namespace AzimuthalSelectionRules

noncomputable section

/-- The azimuthal matrix element of the multiplication operator `f(φ)` between the
unnormalised states `exp(i m φ)` and `exp(i m' φ)`. -/
def coupling (f : ℝ → ℂ) (m' m : ℤ) : ℂ :=
  ∫ φ in (0 : ℝ)..(2 * π), exp (-(I * m' * φ)) * f φ * exp (I * m * φ)
```

## (a) Integrating a phase over a full turn

Show that for every integer $n$

$$\int_0^{2\pi}e^{in\varphi}\,d\varphi=\begin{cases}2\pi & n=0\\ 0 & n\neq0.\end{cases}$$

**Solution.** For $n=0$ the integrand is 1. Otherwise the integral is $(e^{2\pi in}-1)/(in)=0$. In the proof, `hc` states that the denominator is nonzero and `hp` that the phase returns to 1.

```lean
/-- The integral of `exp(i n φ)` over a full turn is `2π` for `n = 0` and zero for every
other integer `n`. -/
theorem integral_exp_int (n : ℤ) :
    ∫ φ in (0 : ℝ)..(2 * π), exp (I * n * φ) = if n = 0 then 2 * (π : ℂ) else 0 := by
  by_cases hn : n = 0
  · subst hn
    simp
  · have hc : I * (n : ℂ) ≠ 0 := mul_ne_zero I_ne_zero (Int.cast_ne_zero.mpr hn)
    -- the phase returns to one after a full turn
    have hp : exp (I * n * ((2 * π : ℝ) : ℂ)) = 1 :=
      (congrArg exp (by push_cast; ring)).trans (Complex.exp_int_mul_two_pi_mul_I n)
    rw [integral_exp_mul_complex hc, hp, if_neg hn]
    simp
```

## (b) A single phase factor

Show that, for an integer $k$, $C_{m'm}[e^{ik\varphi}]$ is $2\pi$ if $m'=m+k$ and zero otherwise.

**Solution.** The three exponentials combine to $e^{i(m+k-m')\varphi}$, which is step `h`. Part (a) with $n=m+k-m'$ gives the result.

```lean
/-- The factor `exp(i k φ)` couples `m` to `m'` only if `m' = m + k`, and the matrix
element is then `2π`. -/
theorem coupling_circular (k m' m : ℤ) :
    coupling (fun φ => exp (I * k * φ)) m' m = if m' = m + k then 2 * (π : ℂ) else 0 := by
  have h : ∀ φ : ℝ, exp (-(I * m' * φ)) * exp (I * k * φ) * exp (I * m * φ)
      = exp (I * ((m + k - m' : ℤ) : ℂ) * φ) := by
    intro φ
    rw [← exp_add, ← exp_add]
    congr 1
    push_cast
    ring
  have e : m + k - m' = 0 ↔ m' = m + k := by omega
  simp only [coupling, h, integral_exp_int, e]
```

## (c) An operator independent of φ

Show that $C_{m'm}[1]$ is $2\pi$ if $m'=m$ and zero otherwise.

**Solution.** Set $k=0$ in (b). This is the azimuthal factor for light polarised along $z$.

```lean
/-- The constant factor `1` has matrix element `2π` between `m` and `m'` if `m' = m`, and zero
otherwise. -/
theorem coupling_one (m' m : ℤ) :
    coupling (fun _ => 1) m' m = if m' = m then 2 * (π : ℂ) else 0 := by
  have h := coupling_circular 0 m' m
  simpa using h
```

## (d) A ladder relation

For continuous $f$ and real $\alpha$, show that

$$C_{m'm}[f\cos(\varphi-\alpha)]=\tfrac12\left(e^{-i\alpha}C_{m',m+1}[f]+e^{i\alpha}C_{m',m-1}[f]\right).$$

**Solution.** Euler's formula (`h3`) gives

$$\cos(\varphi-\alpha)\,e^{im\varphi}=\tfrac12\left(e^{-i\alpha}e^{i(m+1)\varphi}+e^{i\alpha}e^{i(m-1)\varphi}\right).$$

Multiply by $e^{-im'\varphi}f(\varphi)$ and integrate. Continuity makes both terms integrable (`hi`), so the integral splits.

```lean
/-- Ladder relation for continuous `f`: an extra factor `cos(φ - α)` turns a matrix element from `m`
into the half sum of those from `m + 1` and `m - 1`, with phases `exp(-iα)` and `exp(iα)`. -/
theorem coupling_mul_cos {f : ℝ → ℂ} (hf : Continuous f) (α : ℝ) (m' m : ℤ) :
    coupling (fun φ => f φ * cos (φ - α)) m' m =
      (exp (-(I * α)) * coupling f m' (m + 1) + exp (I * α) * coupling f m' (m - 1)) / 2 := by
  have h : ∀ φ : ℝ, exp (-(I * m' * φ)) * (f φ * cos (φ - α)) * exp (I * m * φ)
      = exp (-(I * α)) / 2 * (exp (-(I * m' * φ)) * f φ * exp (I * ((m + 1 : ℤ) : ℂ) * φ))
      + exp (I * α) / 2 * (exp (-(I * m' * φ)) * f φ * exp (I * ((m - 1 : ℤ) : ℂ) * φ)) := by
    intro φ
    have h1 : exp (I * ((m + 1 : ℤ) : ℂ) * φ) = exp (I * m * φ) * exp (I * φ) := by
      rw [← exp_add]
      congr 1
      push_cast
      ring
    have h2 : exp (I * ((m - 1 : ℤ) : ℂ) * φ) = exp (I * m * φ) * exp (-(I * φ)) := by
      rw [← exp_add]
      congr 1
      push_cast
      ring
    -- Euler's formula for the polarisation factor
    have h3 : cos ((φ : ℂ) - α)
        = (exp (I * φ) * exp (-(I * α)) + exp (-(I * φ)) * exp (I * α)) / 2 := by
      rw [Complex.cos, ← exp_add, ← exp_add]
      congr 3 <;> ring
    rw [h1, h2, h3]
    ring
  have hi : ∀ (c : ℂ) (k : ℤ), IntervalIntegrable
      (fun φ : ℝ => c * (exp (-(I * m' * φ)) * f φ * exp (I * k * φ)))
      MeasureTheory.volume 0 (2 * π) :=
    fun c k => Continuous.intervalIntegrable (by fun_prop) _ _
  simp only [coupling, h]
  rw [intervalIntegral.integral_add (hi _ _) (hi _ _),
    intervalIntegral.integral_const_mul, intervalIntegral.integral_const_mul]
  ring
```

## (e) Linear polarisation at any in-plane angle

Show that

$$C_{m'm}[\cos(\varphi-\alpha)]=\begin{cases}\pi e^{-i\alpha}&m'-m=1\\ \pi e^{i\alpha}&m'-m=-1\\0&\text{otherwise.}\end{cases}$$

**Solution.** Take $f=1$ in (d). By (c), the first term is $\tfrac12e^{-i\alpha}\,2\pi$ when $m'=m+1$, the second is $\tfrac12e^{i\alpha}\,2\pi$ when $m'=m-1$, and each is zero otherwise. `split_ifs` runs through these cases, and `omega` removes the contradictory ones.

```lean
/-- Matrix elements for in-plane light polarised at angle `α`: `π exp(-iα)` for
`m' - m = 1`, `π exp(iα)` for `m' - m = -1`, and zero otherwise. -/
theorem coupling_in_plane (α : ℝ) (m' m : ℤ) :
    coupling (fun φ => cos (φ - α)) m' m =
      if m' - m = 1 then π * exp (-(I * α))
      else if m' - m = -1 then π * exp (I * α) else 0 := by
  have h := coupling_mul_cos (f := fun _ => 1) continuous_const α m' m
  simp only [one_mul, coupling_one] at h
  rw [h]
  split_ifs <;> first | omega | ring
```

## (f) Polarisation along x

Show that

$$\int_0^{2\pi}e^{-im'\varphi}\cos\varphi\,e^{im\varphi}\,d\varphi=\begin{cases}\pi&m'-m=\pm1\\0&\text{otherwise.}\end{cases}$$

**Solution.** Set $\alpha=0$ in (e); both phases become 1. Between normalised states the allowed value is $1/2$.

```lean
/-- The selection rule for light polarised along `x`: the integral is `π` if `m' - m` is
`1` or `-1`, and zero otherwise. -/
theorem selection_rule (m' m : ℤ) :
    ∫ φ in (0 : ℝ)..(2 * π), exp (-(I * m' * φ)) * cos φ * exp (I * m * φ) =
      if m' - m = 1 ∨ m' - m = -1 then (π : ℂ) else 0 := by
  have h := coupling_in_plane 0 m' m
  simp only [coupling, ofReal_zero, sub_zero, mul_zero, neg_zero, exp_zero, mul_one] at h
  rw [h]
  split_ifs <;> first | rfl | omega
```

## (g) Allowed transitions

Show that $C_{m'm}[\cos(\varphi-\alpha)]\neq0$ exactly when $m'-m=\pm1$, for every $\alpha$.

**Solution.** The two allowed values in (e) have modulus $\pi$, and all others are zero. For one-electron states of definite $m$ in an axially symmetric potential, this identifies dipole matrix elements that vanish by symmetry; an allowed one may still vanish through its other spatial factors or spin.

```lean
/-- For every in-plane polarisation angle `α`, the matrix element is nonzero exactly when
`m` changes by one unit up or down. -/
theorem allowed_iff (α : ℝ) (m' m : ℤ) :
    coupling (fun φ => cos (φ - α)) m' m ≠ 0 ↔ m' - m = 1 ∨ m' - m = -1 := by
  have hπ : (π : ℂ) ≠ 0 := ofReal_ne_zero.mpr Real.pi_ne_zero
  rw [coupling_in_plane]
  split_ifs with h1 h2
  · exact iff_of_true (mul_ne_zero hπ (exp_ne_zero _)) (Or.inl h1)
  · exact iff_of_true (mul_ne_zero hπ (exp_ne_zero _)) (Or.inr h2)
  · exact iff_of_false (fun h => h rfl) (by omega)
```

## (h) Powers of the polarisation factor

For a natural number $n$, show that $C_{m'm}[\cos^n(\varphi-\alpha)]=0$ if $|m'-m|>n$ or if $m'-m-n$ is odd.

**Solution.** Use induction on $n$, for all $m$ at once (`generalizing m`). For $n=0$ either condition forces $m'\neq m$, and (c) gives zero. For $n+1$, part (d) leads to elements of order $n$ starting from $m\pm1$, with differences $d\mp1$, where $d=m'-m$. If $|d|>n+1$, then $|d\mp1|>n$. If $d-(n+1)$ is odd, so is $d\mp1-n$. Both elements therefore vanish; `omega` does this arithmetic.

```lean
/-- The `n`-th power of the in-plane polarisation factor has no matrix element between
`m` and `m'` if `|m' - m|` exceeds `n` or if `m' - m` and `n` differ in parity. -/
theorem coupling_cos_pow_eq_zero (α : ℝ) (n : ℕ) (m' m : ℤ)
    (h : (n : ℤ) < |m' - m| ∨ Odd (m' - m - n)) :
    coupling (fun φ => cos (φ - α) ^ n) m' m = 0 := by
  induction n generalizing m with
  | zero =>
    rw [lt_abs, Int.odd_iff] at h
    simp only [pow_zero, coupling_one]
    exact if_neg (by omega)
  | succ n ih =>
    rw [lt_abs, Int.odd_iff] at h
    simp only [pow_succ]
    -- both neighbours of `m` are forbidden at order `n`
    rw [coupling_mul_cos (f := fun φ : ℝ => cos (φ - α) ^ n) (by fun_prop) α m' m,
      ih (m + 1) (by rw [lt_abs, Int.odd_iff]; omega),
      ih (m - 1) (by rw [lt_abs, Int.odd_iff]; omega)]
    ring
```

## (i) The largest upward step

Show that

$$C_{m+n,m}[\cos^n(\varphi-\alpha)]=2\pi\left(\frac{e^{-i\alpha}}{2}\right)^n .$$

**Solution.** For $n=0$ this is (c). For $n+1$ the final state is $m+1+n$. In (d), the term from $m+1$ is known by induction. The term from $m-1$ would need a step of $n+2$ and vanishes by (h). Each order thus contributes one factor $e^{-i\alpha}/2$. The value has modulus $2\pi/2^n$, so the bound in (h) is attained.

```lean
/-- The `n`-th power of the in-plane polarisation factor couples `m` to `m + n` with
matrix element `2π (exp(-iα)/2)^n`. -/
theorem coupling_cos_pow_top (α : ℝ) (n : ℕ) (m : ℤ) :
    coupling (fun φ => cos (φ - α) ^ n) (m + n) m = 2 * π * (exp (-(I * α)) / 2) ^ n := by
  induction n generalizing m with
  | zero => simp [coupling_one]
  | succ n ih =>
    have e : m + ((n + 1 : ℕ) : ℤ) = m + 1 + n := by
      push_cast
      ring
    simp only [pow_succ]
    -- only the path through `m + 1` reaches the top state
    rw [e, coupling_mul_cos (f := fun φ : ℝ => cos (φ - α) ^ n) (by fun_prop) α (m + 1 + n) m,
      ih (m + 1),
      coupling_cos_pow_eq_zero α n (m + 1 + n) (m - 1) (Or.inl (by rw [lt_abs]; omega))]
    ring

end

end AzimuthalSelectionRules
```

```lean
#print axioms AzimuthalSelectionRules.selection_rule
-- 'AzimuthalSelectionRules.selection_rule' depends on axioms: [propext, Classical.choice, Quot.sound]
#print axioms AzimuthalSelectionRules.allowed_iff
-- 'AzimuthalSelectionRules.allowed_iff' depends on axioms: [propext, Classical.choice, Quot.sound]
#print axioms AzimuthalSelectionRules.coupling_cos_pow_top
-- 'AzimuthalSelectionRules.coupling_cos_pow_top' depends on axioms: [propext, Classical.choice, Quot.sound]
```
